# On a finite basin, a bias that vanishes on the dividing subset multiplies the TST rate by the biased average of exp(βb)

## A dividing surface made of states

In the continuum, transition state theory (TST) takes the escape rate from a potential basin to be the equilibrium flux through a dividing surface. Here the basin is a finite set $A$ of states, the surface is a subset $S\subseteq A$, and the flux is a constant $\nu>0$ times the Boltzmann probability of being in $S$. One may picture $S$ as a thin layer of grid points at the edge of the basin.

The constant $\nu$ stands for the mean outward speed at the layer, with inward motion counted as zero, divided by the layer's width. That speed depends on temperature and mass but not on the potential, so $\nu$ keeps its value when the potential is changed.

Let $V$ be the potential energy and $\beta=1/k_BT$. For a potential $U$ and a finite set of states $R$, write

$$Z_U(R)=\sum_{x\in R}e^{-\beta U(x)},\qquad k_U(S)=\nu\,\frac{Z_U(S)}{Z_U(A)},\qquad \langle f\rangle_U=\frac{1}{Z_U(A)}\sum_{x\in A}f(x)\,e^{-\beta U(x)}.$$

Hyperdynamics adds a bias $b\ge 0$ that raises the bottom of the basin and vanishes on the dividing surfaces. The system then escapes sooner, and the question is by what factor, and whether it still chooses its exits in the right proportion.

## What is claimed

Let $S_1,S_2\subseteq A$ be nonempty, with $b\ge0$ on $A$, $b=0$ on $S_1$ and $S_2$, and $\beta,\nu>0$. The theorem `hyperdynamics` says that both unbiased rates are positive and that

$$\frac{k_{V+b}(S_i)}{k_V(S_i)}=\langle e^{\beta b}\rangle_{V+b}\;\ge\; e^{\beta\langle b\rangle_{V+b}}\;\ge\;1\quad(i=1,2),\qquad \frac{k_{V+b}(S_1)}{k_{V+b}(S_2)}=\frac{k_V(S_1)}{k_V(S_2)}.$$

A second theorem, `boost_eq_exp_average_iff`, settles when the first inequality is an equality: exactly when $b$ vanishes on all of $A$. It needs a single dividing subset and no sign condition on $b$.

In Lean, the states form an arbitrary type `ι`, potentials and bias are functions `ι → ℝ`, and `A`, `S₁`, `S₂` are of type `Finset ι`. The definitions `partitionSum`, `tstRate` and `boltzmannAverage` are $Z_U$, $k_U$ and $\langle\cdot\rangle_U$, and the biased potential is the pointwise sum `V + b`. The hypothesis `hb` asks for $b\ge0$ only on the basin; `hb₁` and `hb₂` say that the bias vanishes on the dividing subsets. These subsets may overlap. Both exits share one $\nu$; with separate constants $\nu_1$ and $\nu_2$, the two sides of the branching identity would gain the same factor $\nu_1/\nu_2$.

The theorem compares two TST rates. That such a rate is the true escape rate rests on separate assumptions about the dynamics: the system equilibrates within the basin before it leaves, and a trajectory which crosses the surface doesn't promptly recross it. Continuous coordinates are also left out, as is the practical problem of building a bias that vanishes on surfaces not known in advance.

## The boost factor by reweighting

Let $S$ be either dividing subset. Since $b=0$ there, $Z_{V+b}(S)=Z_V(S)$. The prefactor and the weight of $S$ cancel in the ratio of rates:

$$\frac{k_{V+b}(S)}{k_V(S)}=\frac{Z_V(A)}{Z_{V+b}(A)}.$$

The biased average of $e^{\beta b}$ is the same number, because the factor $e^{\beta b}$ undoes the bias in each Boltzmann weight:

$$\langle e^{\beta b}\rangle_{V+b}=\frac{\sum_{x\in A}e^{\beta b(x)}e^{-\beta(V(x)+b(x))}}{Z_{V+b}(A)}=\frac{Z_V(A)}{Z_{V+b}(A)}.$$

## The lower bound from a tangent line

Put $m=\langle b\rangle_{V+b}$. The inequality $e^u\ge 1+u$ with $u=\beta b(x)-\beta m$, multiplied by $e^{\beta m}$, gives

$$e^{\beta b(x)}\ge e^{\beta m}\bigl(\beta b(x)-\beta m+1\bigr).$$

The right-hand side is the tangent line of the exponential at $\beta m$. Its biased average is $e^{\beta m}(\beta m-\beta m+1)=e^{\beta m}$, so $\langle e^{\beta b}\rangle_{V+b}\ge e^{\beta m}$. Since $b\ge0$ on $A$, also $m\ge0$ and $e^{\beta m}\ge1$.

For the equality case, note that $e^u>1+u$ unless $u=0$. Every state has positive weight, so equality of the averages forces $b(x)=m$ at every $x\in A$. But $b=0$ somewhere in $A$, namely on $S$, so $m=0$ and the bias vanishes throughout. Conversely, if $b=0$ on $A$, both sides equal 1.

## The branching ratio

Suppose for a moment that the bias has the constant value $c$ on $S_1$ and vanishes on $S_2$. Then $Z_{V+b}(S_1)=e^{-\beta c}Z_V(S_1)$ and $Z_{V+b}(S_2)=Z_V(S_2)$. The basin sums cancel in each ratio of rates, and

$$\frac{k_{V+b}(S_1)}{k_{V+b}(S_2)}=e^{-\beta c}\,\frac{k_V(S_1)}{k_V(S_2)}.$$

For $c=0$ the branching ratio is unchanged. For $c\ne0$ the formula gives the error caused by a bias that leaks onto one exit.

## The boost factor in a simulation

A hyperdynamics code runs molecular dynamics on $V+b$ and keeps a second clock. At each step of length $\Delta t$ this clock advances by $\Delta t\,e^{\beta b(x)}$, where $x$ is the current configuration. The ratio of the two clocks is the time average of $e^{\beta b}$, which estimates $\langle e^{\beta b}\rangle_{V+b}$ if the trajectory samples the biased basin well. Within the finite TST model, the theorem identifies this average as the number by which a biased escape rate must be divided to give the unbiased one.

The lower bound is no test of the sampling: the averages of $b$ and $e^{\beta b}$ over any one set of samples obey the same inequality, however poor the set.

## The Lean file

```lean
import Mathlib

namespace HyperdynamicsTST

noncomputable section

variable {ι : Type*}

/-- The partition sum of the potential `U` over a finite set of states. -/
def partitionSum (β : ℝ) (U : ι → ℝ) (A : Finset ι) : ℝ :=
  ∑ x ∈ A, Real.exp (-(β * U x))

/-- The Boltzmann average of `f` over a nonempty basin `A` with potential `U`. -/
def boltzmannAverage (β : ℝ) (U : ι → ℝ) (A : Finset ι) (f : ι → ℝ) : ℝ :=
  (∑ x ∈ A, f x * Real.exp (-(β * U x))) / partitionSum β U A

/-- The transition-state-theory rate out of a nonempty basin `A` through the dividing subset `S`:
a prefactor `ν` times the Boltzmann probability of `S`. -/
def tstRate (ν β : ℝ) (U : ι → ℝ) (A S : Finset ι) : ℝ :=
  ν * (partitionSum β U S / partitionSum β U A)

/-- The partition sum over a nonempty set of states is positive. -/
theorem partitionSum_pos (β : ℝ) (U : ι → ℝ) {A : Finset ι} (hA : A.Nonempty) :
    0 < partitionSum β U A :=
  Finset.sum_pos (fun _ _ => Real.exp_pos _) hA

/-- The tangent line of the exponential at the mean of `β f`, averaged over the basin, returns
the exponential of that mean (written here without the normalisation). -/
theorem sum_tangent (β : ℝ) (U f : ι → ℝ) {A : Finset ι} (hA : A.Nonempty) :
    ∑ x ∈ A, Real.exp (β * boltzmannAverage β U A f) *
        (β * f x - β * boltzmannAverage β U A f + 1) * Real.exp (-(β * U x))
      = Real.exp (β * boltzmannAverage β U A f) * partitionSum β U A := by
  have hmean : ∑ x ∈ A, f x * Real.exp (-(β * U x))
      = boltzmannAverage β U A f * partitionSum β U A := by
    unfold boltzmannAverage
    rw [div_mul_cancel₀ _ (partitionSum_pos β U hA).ne']
  generalize boltzmannAverage β U A f = m at hmean ⊢
  -- split the sum into the mean of `f` and the partition sum
  have hsplit : ∑ x ∈ A, Real.exp (β * m) * (β * f x - β * m + 1) * Real.exp (-(β * U x))
      = Real.exp (β * m) * β * ∑ x ∈ A, f x * Real.exp (-(β * U x))
        + Real.exp (β * m) * (1 - β * m) * ∑ x ∈ A, Real.exp (-(β * U x)) := by
    rw [Finset.mul_sum, Finset.mul_sum, ← Finset.sum_add_distrib]
    apply Finset.sum_congr rfl
    intro x _
    ring
  rw [hsplit, hmean]
  unfold partitionSum
  ring

/-- The Boltzmann average of `exp (β f)` is at least the exponential of `β` times the average
of `f`. -/
theorem exp_average_le (β : ℝ) (U f : ι → ℝ) {A : Finset ι} (hA : A.Nonempty) :
    Real.exp (β * boltzmannAverage β U A f)
      ≤ boltzmannAverage β U A (fun x => Real.exp (β * f x)) := by
  change _ ≤ (∑ x ∈ A, Real.exp (β * f x) * Real.exp (-(β * U x))) / partitionSum β U A
  rw [le_div_iff₀ (partitionSum_pos β U hA), ← sum_tangent β U f hA]
  apply Finset.sum_le_sum
  intro x _
  generalize boltzmannAverage β U A f = m
  have h : Real.exp (β * f x) = Real.exp (β * m) * Real.exp (β * f x - β * m) := by
    rw [← Real.exp_add]; congr 1; ring
  rw [h]
  exact mul_le_mul_of_nonneg_right
    (mul_le_mul_of_nonneg_left (Real.add_one_le_exp _) (Real.exp_pos _).le) (Real.exp_pos _).le

/-- If the bias vanishes on the dividing subset, the ratio of biased to unbiased rate is the
biased average of `exp (β b)`. -/
theorem boost_eq_average {ν : ℝ} (hν : 0 < ν) (β : ℝ) (V b : ι → ℝ) {A S : Finset ι}
    (hSA : S ⊆ A) (hS : S.Nonempty) (hb : ∀ x ∈ S, b x = 0) :
    tstRate ν β (V + b) A S / tstRate ν β V A S
      = boltzmannAverage β (V + b) A (fun x => Real.exp (β * b x)) := by
  -- the bias does not change the weight of the dividing subset
  have hZS : partitionSum β (V + b) S = partitionSum β V S := by
    unfold partitionSum
    apply Finset.sum_congr rfl
    intro x hx
    rw [Pi.add_apply, hb x hx, add_zero]
  -- reweighting recovers the unbiased partition sum of the basin
  have hav : boltzmannAverage β (V + b) A (fun x => Real.exp (β * b x))
      = partitionSum β V A / partitionSum β (V + b) A := by
    have hnum : ∑ x ∈ A, Real.exp (β * b x) * Real.exp (-(β * (V + b) x))
        = partitionSum β V A := by
      unfold partitionSum
      apply Finset.sum_congr rfl
      intro x _
      rw [← Real.exp_add, Pi.add_apply]
      congr 1
      ring
    rw [← hnum]
    rfl
  have h1 := (partitionSum_pos β V hS).ne'
  have h2 := (partitionSum_pos β V (hS.mono hSA)).ne'
  have h3 := (partitionSum_pos β (V + b) (hS.mono hSA)).ne'
  have h4 := hν.ne'
  rw [hav]
  unfold tstRate
  rw [hZS]
  field_simp

/-- A bias with constant value `c` on `S₁` and zero on `S₂` multiplies the branching ratio
`S₁ : S₂` by `exp (-β c)` (written here in cross-multiplied form). -/
theorem branching_distortion (ν β c : ℝ) (V b : ι → ℝ) (A : Finset ι) {S₁ S₂ : Finset ι}
    (h₁ : ∀ x ∈ S₁, b x = c) (h₂ : ∀ x ∈ S₂, b x = 0) :
    tstRate ν β (V + b) A S₁ * tstRate ν β V A S₂
      = Real.exp (-(β * c)) * (tstRate ν β V A S₁ * tstRate ν β (V + b) A S₂) := by
  have hZ₁ : partitionSum β (V + b) S₁ = Real.exp (-(β * c)) * partitionSum β V S₁ := by
    unfold partitionSum
    rw [Finset.mul_sum]
    apply Finset.sum_congr rfl
    intro x hx
    rw [← Real.exp_add, Pi.add_apply, h₁ x hx]
    congr 1
    ring
  have hZ₂ : partitionSum β (V + b) S₂ = partitionSum β V S₂ := by
    unfold partitionSum
    apply Finset.sum_congr rfl
    intro x hx
    rw [Pi.add_apply, h₂ x hx, add_zero]
  unfold tstRate
  rw [hZ₁, hZ₂]
  ring

/-- The rate through a nonempty dividing subset of the basin is positive. -/
theorem tstRate_pos {ν : ℝ} (hν : 0 < ν) (β : ℝ) (U : ι → ℝ) {A S : Finset ι}
    (hSA : S ⊆ A) (hS : S.Nonempty) : 0 < tstRate ν β U A S :=
  mul_pos hν (div_pos (partitionSum_pos β U hS) (partitionSum_pos β U (hS.mono hSA)))

/-- Hyperdynamics: a nonnegative bias that vanishes on two dividing subsets multiplies both
positive rates by the biased average of `exp (β b)`, which is at least `exp (β ⟨b⟩) ≥ 1`, and
leaves their branching ratio unchanged. -/
theorem hyperdynamics {ν β : ℝ} (hν : 0 < ν) (hβ : 0 < β) (V b : ι → ℝ) {A S₁ S₂ : Finset ι}
    (hA₁ : S₁ ⊆ A) (hA₂ : S₂ ⊆ A) (hS₁ : S₁.Nonempty) (hS₂ : S₂.Nonempty)
    (hb : ∀ x ∈ A, 0 ≤ b x) (hb₁ : ∀ x ∈ S₁, b x = 0) (hb₂ : ∀ x ∈ S₂, b x = 0) :
    (0 < tstRate ν β V A S₁ ∧ 0 < tstRate ν β V A S₂) ∧
    tstRate ν β (V + b) A S₁ / tstRate ν β V A S₁
      = boltzmannAverage β (V + b) A (fun x => Real.exp (β * b x)) ∧
    tstRate ν β (V + b) A S₂ / tstRate ν β V A S₂
      = boltzmannAverage β (V + b) A (fun x => Real.exp (β * b x)) ∧
    Real.exp (β * boltzmannAverage β (V + b) A b)
      ≤ boltzmannAverage β (V + b) A (fun x => Real.exp (β * b x)) ∧
    1 ≤ Real.exp (β * boltzmannAverage β (V + b) A b) ∧
    tstRate ν β (V + b) A S₁ / tstRate ν β (V + b) A S₂
      = tstRate ν β V A S₁ / tstRate ν β V A S₂ := by
  have hA := hS₁.mono hA₁
  refine ⟨⟨tstRate_pos hν β V hA₁ hS₁, tstRate_pos hν β V hA₂ hS₂⟩,
    boost_eq_average hν β V b hA₁ hS₁ hb₁, boost_eq_average hν β V b hA₂ hS₂ hb₂,
    exp_average_le β (V + b) b hA, ?_, ?_⟩
  · have hmean : 0 ≤ boltzmannAverage β (V + b) A b :=
      div_nonneg (Finset.sum_nonneg fun x hx => mul_nonneg (hb x hx) (Real.exp_pos _).le)
        (partitionSum_pos β (V + b) hA).le
    exact Real.one_le_exp (mul_nonneg hβ.le hmean)
  · have h := branching_distortion ν β 0 V b A hb₁ hb₂
    rw [mul_zero, neg_zero, Real.exp_zero, one_mul] at h
    rw [div_eq_div_iff (tstRate_pos hν β (V + b) hA₂ hS₂).ne' (tstRate_pos hν β V hA₂ hS₂).ne']
    exact h

/-- For a bias that vanishes on the dividing subset, the rate ratio equals `exp (β ⟨b⟩)` exactly
when the bias vanishes on the whole basin. -/
theorem boost_eq_exp_average_iff {ν β : ℝ} (hν : 0 < ν) (hβ : 0 < β) (V b : ι → ℝ)
    {A S : Finset ι} (hSA : S ⊆ A) (hS : S.Nonempty) (hb : ∀ x ∈ S, b x = 0) :
    tstRate ν β (V + b) A S / tstRate ν β V A S
      = Real.exp (β * boltzmannAverage β (V + b) A b) ↔ ∀ x ∈ A, b x = 0 := by
  have hA := hS.mono hSA
  have hZ := partitionSum_pos β (V + b) hA
  constructor
  · intro heq
    rw [boost_eq_average hν β V b hSA hS hb] at heq
    -- equality forces the bias to equal its mean at every state
    have hconst : ∀ x ∈ A, b x = boltzmannAverage β (V + b) A b := by
      intro y hy
      by_contra hne
      have hsum := sum_tangent β (V + b) b hA
      have hexp : ∑ x ∈ A, Real.exp (β * b x) * Real.exp (-(β * (V + b) x))
          = Real.exp (β * boltzmannAverage β (V + b) A b) * partitionSum β (V + b) A := by
        rw [← heq]
        exact (div_mul_cancel₀ _ hZ.ne').symm
      generalize boltzmannAverage β (V + b) A b = m at hne hsum hexp
      have hfac : ∀ x, Real.exp (β * b x)
          = Real.exp (β * m) * Real.exp (β * b x - β * m) := by
        intro x
        rw [← Real.exp_add]; congr 1; ring
      have hlt : ∑ x ∈ A, Real.exp (β * m) * (β * b x - β * m + 1) *
            Real.exp (-(β * (V + b) x))
          < ∑ x ∈ A, Real.exp (β * b x) * Real.exp (-(β * (V + b) x)) := by
        apply Finset.sum_lt_sum
        · intro x _
          rw [hfac x]
          exact mul_le_mul_of_nonneg_right (mul_le_mul_of_nonneg_left
            (Real.add_one_le_exp _) (Real.exp_pos _).le) (Real.exp_pos _).le
        · refine ⟨y, hy, ?_⟩
          have hy0 : β * b y - β * m ≠ 0 := by
            rw [← mul_sub]
            exact mul_ne_zero hβ.ne' (sub_ne_zero.mpr hne)
          rw [hfac y]
          exact mul_lt_mul_of_pos_right (mul_lt_mul_of_pos_left
            (Real.add_one_lt_exp hy0) (Real.exp_pos _)) (Real.exp_pos _)
      linarith
    obtain ⟨s, hs⟩ := hS
    intro x hx
    rw [hconst x hx, ← hconst s (hSA hs), hb s hs]
  · intro h0
    have hmean : boltzmannAverage β (V + b) A b = 0 := by
      unfold boltzmannAverage
      rw [Finset.sum_eq_zero (fun x hx => by rw [h0 x hx, zero_mul]), zero_div]
    have hsame : tstRate ν β (V + b) A S = tstRate ν β V A S := by
      have hZeq : ∀ T ⊆ A, partitionSum β (V + b) T = partitionSum β V T := by
        intro T hT
        unfold partitionSum
        apply Finset.sum_congr rfl
        intro x hx
        rw [Pi.add_apply, h0 x (hT hx), add_zero]
      unfold tstRate
      rw [hZeq S hSA, hZeq A (Finset.Subset.refl A)]
    rw [hmean, mul_zero, Real.exp_zero, hsame, div_self (tstRate_pos hν β V hSA hS).ne']

end

end HyperdynamicsTST
```

```lean
#print axioms HyperdynamicsTST.hyperdynamics
#print axioms HyperdynamicsTST.boost_eq_exp_average_iff
```

```
'HyperdynamicsTST.hyperdynamics' depends on axioms: [propext, Classical.choice, Quot.sound]
'HyperdynamicsTST.boost_eq_exp_average_iff' depends on axioms: [propext, Classical.choice, Quot.sound]
```

## How the proof follows the derivation

`partitionSum_pos` and `tstRate_pos` supply the positivity that allows division by partition sums and rates.

`sum_tangent` is the statement that the averaged tangent line returns $e^{\beta m}$, multiplied through by the partition sum. It first records that $\sum_x f(x)e^{-\beta U(x)}$ is the mean times $Z_U(A)$. Then `generalize` replaces the mean by a plain symbol `m`, and the sum splits into a part proportional to that mean and a part proportional to $Z_U(A)$.

`exp_average_le` clears the denominator with `le_div_iff₀`, rewrites the left-hand side by `sum_tangent`, and compares the two sums state by state. The comparison is `Real.add_one_le_exp`, which is $u+1\le e^u$.

`boost_eq_average` is the reweighting argument. Its `hZS` says that the bias leaves the weight of $S$ alone, and `hav` is the formula for $\langle e^{\beta b}\rangle_{V+b}$ as a ratio of basin sums. After that, `field_simp` cancels $\nu$ and $Z_V(S)$.

`branching_distortion` proves the formula with $e^{-\beta c}$ in cross-multiplied form, which requires no positivity. `hyperdynamics` assembles these results. It adds $m\ge0$ for the last inequality, and it sets $c=0$ and divides by the positive rates to obtain the branching ratio.

In `boost_eq_exp_average_iff`, the forward direction supposes that $b(y)\ne m$ at some state $y$ of the basin. The strict inequality `Real.add_one_lt_exp` at $y$ and the weak one elsewhere give a strict inequality between the sums through `Finset.sum_lt_sum`, and `linarith` finds the contradiction with the assumed equality. A state `s` of the dividing subset then fixes the constant value at zero. The reverse direction computes both sides as 1.

## A free-energy bound from the same tangent line

Write $F_U=-\beta^{-1}\ln Z_U(A)$ for the free energy of the basin. Taking logarithms in $Z_V(A)/Z_{V+b}(A)\ge e^{\beta\langle b\rangle_{V+b}}$ gives

$$F_V\le F_{V+b}-\langle b\rangle_{V+b}.$$

This is the Gibbs–Bogoliubov inequality with $V+b$ as the reference system. The argument by hand uses neither the sign of $b$ nor its vanishing on a dividing subset, so it holds for any two potentials on a nonempty finite basin.
